# At a quadratic turning point, the field-swept area of a Lorentzian line normalised in frequency diverges as its width vanishes

**Q:** I hold an EPR spectrometer at frequency $\nu$ and sweep the field $B$. Near $B_0$ the transition frequency has a minimum, $w+c(B-B_0)^2$ with $c>0$. The usual conversion from frequency to field divides by the slope, which is zero at $B_0$. What area does the line have there, and does the formal version describe this experiment?

**A:** For a Lorentzian of unit area in frequency, with half-width at half maximum $s>0$, the area at $\nu=w$ is $1/\sqrt{2cs}$. The definitions fix the model: `lorentzian` has unit area in frequency, and `sweptArea` integrates it over field.

```lean
import Mathlib

open Real MeasureTheory Filter Topology

namespace FieldSweptTurningPoint

noncomputable section

/-- Lorentzian line of half-width `s > 0` at frequency offset `ω`, normalised in frequency. -/
def lorentzian (s ω : ℝ) : ℝ := s / π / (ω ^ 2 + s ^ 2)

/-- Transition frequency near a turning point at field `B₀`, with frequency `w` and curvature
coefficient `c`. -/
def turningFreq (w c B₀ B : ℝ) : ℝ := w + c * (B - B₀) ^ 2

/-- Area of the field-swept line at spectrometer frequency `ν`, for a transition frequency
`freq` that depends on the field. -/
def sweptArea (s ν : ℝ) (freq : ℝ → ℝ) : ℝ := ∫ B, lorentzian s (ν - freq B)
```

**Q:** What does that model leave out?

**A:** The parabola extends over all real $B$, and the transition probability, populations and linewidth don't vary with field. It is a local model of an isolated line in absorption, before any field-modulation derivative.

**Q:** Then derive the area for general $\nu$.

**A:** Put $\delta=\nu-w$, $\rho=\sqrt{\delta^2+s^2}$ and $x=\sqrt c\,(B-B_0)$. Choose
$$a=\sqrt{(\rho+\delta)/2},\qquad b=\sqrt{(\rho-\delta)/2}.$$
Then $a^2-b^2=\delta$, $2ab=s$ and $a^2+b^2=\rho$, so the denominator factors:
$$(\delta-x^2)^2+s^2=PQ,\qquad P=(x+a)^2+b^2,\quad Q=(x-a)^2+b^2.$$
Partial fractions give
$$\frac1{PQ}=\frac1{8a\rho}\left[\frac{2(x+a)}P-\frac{2(x-a)}Q\right]+\frac1{4b\rho}\left[\frac bP+\frac bQ\right],$$
with antiderivative
$$\frac{\ln P-\ln Q}{8a\rho}+\frac1{4b\rho}\left[\arctan\frac{x+a}b+\arctan\frac{x-a}b\right].$$
The logarithms cancel at both ends and each arctangent rises by $\pi$, so the integral is $\pi/(2b\rho)$. With $dB=dx/\sqrt c$ and $s=2ab$,
$$\text{area}=\frac s\pi\,\frac1{\sqrt c}\,\frac\pi{2b\rho}=\frac a{\sqrt c\,\rho}=\frac{\sqrt{(\rho+\delta)/(2c)}}{\rho}.$$
At $\delta=0$ we have $\rho=s$, and this becomes $1/\sqrt{2cs}$.

**Q:** How does Lean justify the cancelling logarithms and the integral?

**A:** `pairKernel` is $1/(PQ)$. The first lemma sets $u=1/x$, which makes the difference of logarithms continuous at $u=0$, where it vanishes; this serves both ends of the line.

```lean
/-- Reciprocal of the product of two quadratics centred at `-a` and `a`, for `b ≠ 0`. -/
def pairKernel (a b x : ℝ) : ℝ := 1 / (((x + a) ^ 2 + b ^ 2) * ((x - a) ^ 2 + b ^ 2))

/-- The logarithms of two quadratics displaced by `a` and `-a` have a difference that vanishes
far from the centre, for `b > 0`. -/
theorem log_difference_tendsto (a : ℝ) {b : ℝ} (hb : 0 < b) {l : Filter ℝ}
    (h0 : Tendsto (fun x : ℝ => x⁻¹) l (𝓝 0)) (hne : ∀ᶠ x in l, x ≠ 0) :
    Tendsto (fun x => Real.log ((x + a) ^ 2 + b ^ 2) - Real.log ((x + -a) ^ 2 + b ^ 2))
      l (𝓝 0) := by
  -- in the variable u = 1/x the difference is continuous at u = 0
  have hg : Tendsto (fun u : ℝ => Real.log ((1 + a * u) ^ 2 + (b * u) ^ 2)
      - Real.log ((1 + -a * u) ^ 2 + (b * u) ^ 2)) (𝓝 0) (𝓝 0) := by
    have h : ContinuousAt (fun u : ℝ => Real.log ((1 + a * u) ^ 2 + (b * u) ^ 2)
        - Real.log ((1 + -a * u) ^ 2 + (b * u) ^ 2)) 0 :=
      ContinuousAt.sub (ContinuousAt.log (by fun_prop) (by simp))
        (ContinuousAt.log (by fun_prop) (by simp))
    convert h.tendsto using 2
    simp
  refine (hg.comp h0).congr' ?_
  filter_upwards [hne] with x hx
  have key : ∀ t : ℝ, Real.log ((x + t) ^ 2 + b ^ 2)
      = Real.log (x ^ 2) + Real.log ((1 + t * x⁻¹) ^ 2 + (b * x⁻¹) ^ 2) := by
    intro t
    have hp : (x + t) ^ 2 + b ^ 2 = x ^ 2 * ((1 + t * x⁻¹) ^ 2 + (b * x⁻¹) ^ 2) := by
      field_simp
    rw [hp, Real.log_mul (pow_ne_zero 2 hx) (by positivity)]
  simp only [Function.comp_apply]
  rw [key a, key (-a)]
  ring
```

In the next theorem, `hF` differentiates the antiderivative above. `hint` proves integrability from $Q\ge b^2$, which bounds the kernel by a single Lorentzian. `hT` and `hB` supply the arctangent limits.

```lean
/-- For `a, b > 0` the pair kernel has integral `π / (2b(a² + b²))` over the real line. -/
theorem integral_pairKernel {a b : ℝ} (ha : 0 < a) (hb : 0 < b) :
    ∫ x, pairKernel a b x = π / (2 * b * (a ^ 2 + b ^ 2)) := by
  have e : ∀ t x : ℝ, 1 + ((x + t) / b) ^ 2 = ((x + t) ^ 2 + b ^ 2) / b ^ 2 := by
    intro t x
    field_simp
    ring
  have hL : ∀ t x : ℝ, HasDerivAt (fun y => Real.log ((y + t) ^ 2 + b ^ 2))
      (2 * (x + t) / ((x + t) ^ 2 + b ^ 2)) x := fun t x =>
    (((((hasDerivAt_id' x).add_const t).fun_pow 2).add_const (b ^ 2)).log
      (by positivity)).congr_deriv (by norm_num)
  have hA : ∀ t x : ℝ, HasDerivAt (fun y => Real.arctan ((y + t) / b))
      (b / ((x + t) ^ 2 + b ^ 2)) x := by
    intro t x
    refine (((hasDerivAt_id' x).add_const t).div_const b).arctan.congr_deriv ?_
    have hP : (x + t) ^ 2 + b ^ 2 ≠ 0 := by positivity
    rw [e]
    field_simp
  -- the antiderivative from partial fractions
  have hF : ∀ x : ℝ, HasDerivAt (fun y =>
      1 / (8 * a * (a ^ 2 + b ^ 2)) *
        (Real.log ((y + a) ^ 2 + b ^ 2) - Real.log ((y + -a) ^ 2 + b ^ 2))
      + 1 / (4 * b * (a ^ 2 + b ^ 2)) *
        (Real.arctan ((y + a) / b) + Real.arctan ((y + -a) / b))) (pairKernel a b x) x := by
    intro x
    refine ((((hL a x).fun_sub (hL (-a) x)).const_mul _).fun_add
      (((hA a x).fun_add (hA (-a) x)).const_mul _)).congr_deriv ?_
    have hP : (x + a) ^ 2 + b ^ 2 ≠ 0 := by positivity
    have hQ : (x - a) ^ 2 + b ^ 2 ≠ 0 := by positivity
    have hR : a ^ 2 + b ^ 2 ≠ 0 := by positivity
    simp only [← sub_eq_add_neg, pairKernel]
    field_simp
    ring
  -- comparison with a single Lorentzian
  have hint : Integrable (pairKernel a b) := by
    have hi := ((integrable_inv_one_add_sq.comp_div hb.ne').comp_add_right a).const_mul
      (1 / b ^ 4)
    refine hi.mono' (Measurable.aestronglyMeasurable (by unfold pairKernel; fun_prop))
      (Eventually.of_forall fun x => ?_)
    have hP : 0 < (x + a) ^ 2 + b ^ 2 := by positivity
    have hk : 0 ≤ pairKernel a b x := by unfold pairKernel; positivity
    rw [Real.norm_of_nonneg hk]
    calc pairKernel a b x ≤ 1 / (((x + a) ^ 2 + b ^ 2) * b ^ 2) := by
          refine one_div_le_one_div_of_le (by positivity) ?_
          exact mul_le_mul_of_nonneg_left (by nlinarith [sq_nonneg (x - a)]) hP.le
      _ = 1 / b ^ 4 * (1 + ((x + a) / b) ^ 2)⁻¹ := by
          rw [e]
          field_simp
  have hT : ∀ t : ℝ, Tendsto (fun x => Real.arctan ((x + t) / b)) atTop (𝓝 (π / 2)) :=
    fun t => (Real.tendsto_arctan_atTop.mono_right nhdsWithin_le_nhds).comp
      ((tendsto_atTop_add_const_right _ t tendsto_id).atTop_div_const hb)
  have hB : ∀ t : ℝ, Tendsto (fun x => Real.arctan ((x + t) / b)) atBot (𝓝 (-(π / 2))) :=
    fun t => (Real.tendsto_arctan_atBot.mono_right nhdsWithin_le_nhds).comp
      ((tendsto_atBot_add_const_right _ t tendsto_id).atBot_div_const hb)
  rw [integral_of_hasDerivAt_of_tendsto hF hint
    (((log_difference_tendsto a hb tendsto_inv_atBot_zero (eventually_ne_atBot 0)).const_mul
      _).add (((hB a).add (hB (-a))).const_mul _))
    (((log_difference_tendsto a hb tendsto_inv_atTop_zero (eventually_ne_atTop 0)).const_mul
      _).add (((hT a).add (hT (-a))).const_mul _))]
  field_simp
  ring
```

**Q:** And the choice of $a$ and $b$?

**A:** They are the real and imaginary parts of a square root of $\delta+is$. Since $s>0$, $|\delta|<\rho$, so both are positive; $4a^2b^2=\rho^2-\delta^2=s^2$ then gives $2ab=s$.

```lean
/-- For `s > 0` the complex detuning `δ + i s` has a square root `a + i b` with `a, b > 0`,
written here in real and imaginary parts. -/
theorem exists_detuning_root (δ : ℝ) {s : ℝ} (hs : 0 < s) :
    ∃ a b : ℝ, 0 < a ∧ 0 < b ∧ a ^ 2 - b ^ 2 = δ ∧ 2 * a * b = s ∧
      a ^ 2 + b ^ 2 = √(δ ^ 2 + s ^ 2) := by
  have hρ : √(δ ^ 2 + s ^ 2) ^ 2 = δ ^ 2 + s ^ 2 := Real.sq_sqrt (by positivity)
  have hlt : |δ| < √(δ ^ 2 + s ^ 2) :=
    abs_lt_of_sq_lt_sq (by rw [hρ]; nlinarith) (Real.sqrt_nonneg _)
  obtain ⟨h1, h2⟩ := abs_lt.mp hlt
  generalize √(δ ^ 2 + s ^ 2) = ρ at *
  have ha : 0 < (ρ + δ) / 2 := by linarith
  have hb : 0 < (ρ - δ) / 2 := by linarith
  have ha2 := Real.sq_sqrt ha.le
  have hb2 := Real.sq_sqrt hb.le
  refine ⟨√((ρ + δ) / 2), √((ρ - δ) / 2), Real.sqrt_pos.2 ha, Real.sqrt_pos.2 hb,
    by linarith, ?_, by linarith⟩
  refine (sq_eq_sq₀ (by positivity) hs.le).mp ?_
  rw [mul_pow, mul_pow, ha2, hb2]
  linarith
```

The general area follows: `hpt` factors the denominator, and `hI` shifts and rescales the field.

```lean
/-- Area of the field-swept line near a turning point with `c > 0`, for any spectrometer
frequency `ν` and any linewidth `s > 0`. -/
theorem sweptArea_turning {c s : ℝ} (hc : 0 < c) (hs : 0 < s) (w B₀ ν : ℝ) :
    sweptArea s ν (turningFreq w c B₀) =
      √((√((ν - w) ^ 2 + s ^ 2) + (ν - w)) / (2 * c)) / √((ν - w) ^ 2 + s ^ 2) := by
  obtain ⟨a, b, ha, hb, hab, hs', hρ⟩ := exists_detuning_root (ν - w) hs
  have hc' : 0 < √c := Real.sqrt_pos.2 hc
  -- the quartic denominator factors into two quadratics
  have hpt : ∀ B, lorentzian s (ν - turningFreq w c B₀ B)
      = s / π * pairKernel a b (√c * (B - B₀)) := by
    intro B
    have hx : (√c * (B - B₀)) ^ 2 = c * (B - B₀) ^ 2 := by rw [mul_pow, Real.sq_sqrt hc.le]
    have hden : (ν - (w + c * (B - B₀) ^ 2)) ^ 2 + s ^ 2
        = ((√c * (B - B₀) + a) ^ 2 + b ^ 2) * ((√c * (B - B₀) - a) ^ 2 + b ^ 2) := by
      calc _ = ((ν - w) - c * (B - B₀) ^ 2) ^ 2 + s ^ 2 := by ring
        _ = ((a ^ 2 - b ^ 2) - (√c * (B - B₀)) ^ 2) ^ 2 + (2 * a * b) ^ 2 := by
          rw [hab, hx, hs']
        _ = _ := by ring
    unfold lorentzian turningFreq pairKernel
    rw [hden, mul_one_div]
  have hI : ∫ B, pairKernel a b (√c * (B - B₀))
      = (√c)⁻¹ * (π / (2 * b * (a ^ 2 + b ^ 2))) := by
    calc ∫ B, pairKernel a b (√c * (B - B₀)) = ∫ y, pairKernel a b (√c * y) :=
          integral_sub_right_eq_self (fun y => pairKernel a b (√c * y)) B₀
      _ = |(√c)⁻¹| • ∫ y, pairKernel a b y := Measure.integral_comp_mul_left _ _
      _ = _ := by rw [integral_pairKernel ha hb, smul_eq_mul, abs_of_pos (inv_pos.2 hc')]
  have hr : √((a ^ 2 + b ^ 2 + (a ^ 2 - b ^ 2)) / (2 * c)) = a / √c := by
    rw [show (a ^ 2 + b ^ 2 + (a ^ 2 - b ^ 2)) / (2 * c) = a ^ 2 / c by field_simp; ring,
      Real.sqrt_div (sq_nonneg a), Real.sqrt_sq ha.le]
  unfold sweptArea
  simp_rw [hpt]
  rw [integral_const_mul, hI, ← hρ, ← hab, hr, ← hs']
  field_simp
```

**Q:** Where is the result I asked about?

**A:** Here, with `ν` set to `w`:

```lean
/-- At the turning frequency itself the field-swept area is `1/√(2cs)`, for `c, s > 0`. -/
theorem sweptArea_at_turning {c s : ℝ} (hc : 0 < c) (hs : 0 < s) (w B₀ : ℝ) :
    sweptArea s w (turningFreq w c B₀) = 1 / √(2 * c * s) := by
  have h : √(s / (2 * c)) * √(2 * c * s) = s := by
    rw [← Real.sqrt_mul (by positivity), show s / (2 * c) * (2 * c * s) = s ^ 2 by field_simp,
      Real.sqrt_sq hs.le]
  have h0 : √((w - w) ^ 2 + s ^ 2) = s := by
    rw [show (w - w) ^ 2 + s ^ 2 = s ^ 2 by ring, Real.sqrt_sq hs.le]
  rw [sweptArea_turning hc hs, h0, sub_self, add_zero,
    div_eq_div_iff hs.ne' (Real.sqrt_pos.2 (by positivity)).ne', one_mul]
  exact h
```

The divergence follows because $\sqrt{2cs}$ tends to zero through positive values.

```lean
/-- At the turning frequency, with `c > 0`, the field-swept area diverges as the frequency
linewidth tends to zero from above. -/
theorem sweptArea_diverges {c : ℝ} (hc : 0 < c) (w B₀ : ℝ) :
    Tendsto (fun s => sweptArea s w (turningFreq w c B₀)) (𝓝[>] 0) atTop := by
  have h1 : Tendsto (fun s : ℝ => √(2 * c * s)) (𝓝[>] 0) (𝓝[>] 0) := by
    refine tendsto_nhdsWithin_iff.2 ⟨?_, ?_⟩
    · have h : Continuous (fun s : ℝ => √(2 * c * s)) := by fun_prop
      have h' := (h.tendsto 0).mono_left (nhdsWithin_le_nhds (s := Set.Ioi 0))
      simpa only [mul_zero, Real.sqrt_zero] using h'
    · filter_upwards [self_mem_nhdsWithin] with s hs
      have hs' : 0 < s := hs
      exact Real.sqrt_pos.2 (by positivity)
  refine (tendsto_inv_nhdsGT_zero.comp h1).congr' ?_
  filter_upwards [self_mem_nhdsWithin] with s hs
  rw [sweptArea_at_turning hc hs, one_div, Function.comp_apply]
```

**Q:** Why should a line of unit area in frequency diverge in field?

**A:** Its peak height is $1/(\pi s)$, but its half-width in field is $\sqrt{s/c}$, which shrinks more slowly than $s$. The limit `𝓝[>] 0` takes $s$ through positive values; at $s=0$ itself, `lorentzian` is the zero function, not a delta function.

**Q:** If I detune slightly, do I recover ordinary resonances?

**A:** Above the minimum, in the narrow-line limit, yes. Setting $s\to0^+$ at fixed $\delta\neq0$ sends $\rho$ to $|\delta|$. The area tends to $1/\sqrt{c\delta}$ for $\delta>0$ and to zero for $\delta<0$. The first value is the sum over two crossings, each with slope of magnitude $2\sqrt{c\delta}$; below the minimum there is no crossing.

```lean
/-- Away from the turning frequency, with `c > 0`, the area has a finite limit as the linewidth
tends to zero from above. -/
theorem sweptArea_narrow {c w ν : ℝ} (hc : 0 < c) (hν : ν ≠ w) (B₀ : ℝ) :
    Tendsto (fun s => sweptArea s ν (turningFreq w c B₀)) (𝓝[>] 0)
      (𝓝 (√((|ν - w| + (ν - w)) / (2 * c)) / |ν - w|)) := by
  have h0 : √((ν - w) ^ 2 + (0 : ℝ) ^ 2) = |ν - w| := by
    rw [show (ν - w) ^ 2 + (0 : ℝ) ^ 2 = (ν - w) ^ 2 by ring, Real.sqrt_sq_eq_abs]
  have hcont : ContinuousAt (fun s : ℝ => √((√((ν - w) ^ 2 + s ^ 2) + (ν - w)) / (2 * c))
      / √((ν - w) ^ 2 + s ^ 2)) 0 :=
    ContinuousAt.div (by fun_prop) (by fun_prop)
      (by rw [h0]; exact abs_ne_zero.2 (sub_ne_zero.2 hν))
  have ht := hcont.tendsto.mono_left (nhdsWithin_le_nhds (s := Set.Ioi 0))
  simp only [h0] at ht
  refine ht.congr' ?_
  filter_upwards [self_mem_nhdsWithin] with s hs
  exact (sweptArea_turning hc hs w B₀ ν).symm

/-- With `c > 0`, the narrow-line area is `1/√(c(ν - w))` for a spectrometer frequency above
the turning frequency, and zero for one below it. -/
theorem sweptArea_narrow_sides {c w ν : ℝ} (hc : 0 < c) (B₀ : ℝ) :
    (w < ν → Tendsto (fun s => sweptArea s ν (turningFreq w c B₀)) (𝓝[>] 0)
      (𝓝 (1 / √(c * (ν - w))))) ∧
    (ν < w → Tendsto (fun s => sweptArea s ν (turningFreq w c B₀)) (𝓝[>] 0) (𝓝 0)) := by
  constructor
  · intro h
    have hδ : 0 < ν - w := sub_pos.2 h
    have ht := sweptArea_narrow hc h.ne' B₀
    have hm : √((ν - w) / c) * √(c * (ν - w)) = ν - w := by
      rw [← Real.sqrt_mul (by positivity),
        show (ν - w) / c * (c * (ν - w)) = (ν - w) ^ 2 by field_simp, Real.sqrt_sq hδ.le]
    have hv : √((|ν - w| + (ν - w)) / (2 * c)) / |ν - w| = 1 / √(c * (ν - w)) := by
      rw [abs_of_pos hδ, show (ν - w + (ν - w)) / (2 * c) = (ν - w) / c by field_simp; ring,
        div_eq_div_iff hδ.ne' (Real.sqrt_pos.2 (by positivity)).ne', one_mul]
      exact hm
    rwa [hv] at ht
  · intro h
    have ht := sweptArea_narrow hc h.ne B₀
    rwa [abs_of_neg (sub_neg.2 h), neg_add_cancel, zero_div, Real.sqrt_zero, zero_div] at ht
```

**Q:** And a straight crossing?

**A:** For slope $g\ne0$, substitute $y=w+g(B-B_0)-\nu$. Then $dB$ contributes $1/|g|$ and the Lorentzian integrates to one, so the area is $1/|g|$ at every linewidth. Lean does the same with the dimensionless variable $z=y/s$, using that $1/(1+z^2)$ has integral $\pi$.

```lean
/-- Where the transition frequency is linear in the field with slope `g ≠ 0`, the field-swept
area times `|g|` is one for every linewidth `s > 0`. -/
theorem sweptArea_linear {g s : ℝ} (hg : g ≠ 0) (hs : 0 < s) (w B₀ ν : ℝ) :
    |g| * sweptArea s ν (fun B => w + g * (B - B₀)) = 1 := by
  have hpt : ∀ B, lorentzian s (ν - (w + g * (B - B₀)))
      = 1 / (π * s) * (1 + (g / s * (B - (B₀ + (ν - w) / g))) ^ 2)⁻¹ := by
    intro B
    have hy : g / s * (B - (B₀ + (ν - w) / g)) = -(ν - (w + g * (B - B₀))) / s := by
      field_simp
      ring
    rw [hy]
    generalize ν - (w + g * (B - B₀)) = y
    have hP : y ^ 2 + s ^ 2 ≠ 0 := by positivity
    have e : 1 + (-y / s) ^ 2 = (y ^ 2 + s ^ 2) / s ^ 2 := by
      field_simp
      ring
    unfold lorentzian
    rw [e]
    field_simp
  have hI : ∫ B, (1 + (g / s * (B - (B₀ + (ν - w) / g))) ^ 2)⁻¹ = |(g / s)⁻¹| * π := by
    calc _ = ∫ y : ℝ, (1 + (g / s * y) ^ 2)⁻¹ :=
          integral_sub_right_eq_self (fun y : ℝ => (1 + (g / s * y) ^ 2)⁻¹) _
      _ = |(g / s)⁻¹| • ∫ y : ℝ, (1 + y ^ 2)⁻¹ :=
          Measure.integral_comp_mul_left (fun y : ℝ => (1 + y ^ 2)⁻¹) _
      _ = _ := by rw [integral_univ_inv_one_add_sq, smul_eq_mul]
  have hg' : |g| ≠ 0 := abs_ne_zero.2 hg
  unfold sweptArea
  simp_rw [hpt]
  rw [integral_const_mul, hI, abs_inv, abs_div, abs_of_pos hs]
  field_simp

end

end FieldSweptTurningPoint
```

```lean
#print axioms FieldSweptTurningPoint.sweptArea_turning
#print axioms FieldSweptTurningPoint.sweptArea_diverges
#print axioms FieldSweptTurningPoint.sweptArea_narrow_sides
#print axioms FieldSweptTurningPoint.sweptArea_linear
```

```
'FieldSweptTurningPoint.sweptArea_turning' depends on axioms: [propext, Classical.choice, Quot.sound]
'FieldSweptTurningPoint.sweptArea_diverges' depends on axioms: [propext, Classical.choice, Quot.sound]
'FieldSweptTurningPoint.sweptArea_narrow_sides' depends on axioms: [propext, Classical.choice, Quot.sound]
'FieldSweptTurningPoint.sweptArea_linear' depends on axioms: [propext, Classical.choice, Quot.sound]
```

**Q:** Where would I meet this in a simulation?

**A:** When a field-swept spectrum is built from resonance fields, a line normalised in frequency is given the weight $1/|d\nu_{\mathrm{tr}}/dB|$, where $\nu_{\mathrm{tr}}$ is the transition frequency. For an isolated line with a locally quadratic frequency and constant intensity, that weight is infinite at the turning point, whereas the integrated line is finite. Take $c=0.5$ MHz/mT² and $s=1$ MHz: the area at $\nu=w$ is $1$ mT/MHz. A linear crossing with slope $20$ MHz/mT gives $0.05$ mT/MHz. Reducing $s$ to $0.25$ MHz doubles the first area and leaves the second unchanged.
